# Avron–Herbst formula: boosting a free wave along a classical path solves the Schrödinger equation with a uniform force

Take one particle in one dimension, with ħ = 1 and mass 1. A wave function φ(x,t) has its position argument first, and subscripts x and t denote partial derivatives. The Schrödinger equation with a real potential V(x,t) is

i φ_t = −φ_xx/2 + V(x,t) φ.

A spatially uniform force F(t) corresponds to the potential −F(t)x. A classical particle under this force has momentum p(t) and position q(t); a third function S(t) accumulates its kinetic energy:

p' = F, q' = p, S' = p²/2.

S is therefore not the full classical action, whose integrand would also contain Fq. The boosted wave is

ψ(x,t) = exp(i(p(t)x − S(t))) φ(x − q(t), t).

If φ is a C² solution of the free equation, then ψ solves

i ψ_t = −ψ_xx/2 − F(t) x ψ.

For a single non-interacting electron in one dimension, this turns any known free solution into an exact solution in a uniform time-dependent field, against which a numerical propagator can be checked.

## Differentiating the boosted wave

Write E = exp(i(px − S)), and evaluate φ and its derivatives at (x − q(t), t). It costs nothing to allow an extra energy c(t), so let S' = p²/2 + c. The phase factor has time derivative i(Fx − p²/2 − c)E, and the chain rule gives

d/dt φ(x − q(t), t) = φ_t − p φ_x.

Hence

i ψ_t = E [ i φ_t − i p φ_x + (p²/2 + c − Fx) φ ].

Each space derivative of a boosted function adds ip to the derivative:

ψ_x = E (φ_x + i p φ)

ψ_xx = E (φ_xx + 2 i p φ_x − p² φ).

Adding ψ_xx/2 to i ψ_t cancels the terms in p φ_x and in p²:

i ψ_t + ψ_xx/2 = E [ i φ_t + φ_xx/2 + (c − Fx) φ ].

If φ solves the equation with potential V, the first two terms in the bracket equal V(x − q,t) φ. So ψ solves the equation with potential

V(x − q,t) + c − Fx.

Setting V = 0 and c = 0 gives the claim.

## Undoing the boost

Solving the definition of ψ for φ gives

φ(x,t) = exp(i(−p x − (pq − S))) ψ(x + q, t).

This is again a boost, with −p, −q and pq − S in place of p, q and S, and with force −F. For S' = p²/2, the new phase satisfies

(pq − S)' = Fq + p² − p²/2 = p²/2 + Fq,

so the extra energy is c = Fq. If ψ solves the equation with potential V(x − q,t) − Fx, the rule above assigns to φ the potential

V(x,t) − F(x + q) + Fq + Fx = V(x,t).

The correspondence therefore holds in both directions.

## Constant force and the accelerated plane wave

For constant F and zero initial values, three successive integrations give

p = Ft, q = Ft²/2, S = F²t³/6.

With initial momentum k instead, p = k + Ft, and S' = (k + Ft)²/2 integrates to

S = k²t/2 + kFt²/2 + F²t³/6.

Boosting the constant free solution φ = 1 then gives the plane wave exp(i((k + Ft)x − S)), whose wave number k + Ft is a linear function of time.

## Solutions, paths and boosts in Lean

```lean
import Mathlib

open Complex

namespace AvronHerbst

noncomputable section
```

The predicate `Solves V ψ` expresses what it means to solve the equation at every point. Lean's `deriv` returns 0 where a function is not differentiable, so the structure also demands joint differentiability in (x,t) and a second space derivative. In `eqn`, `deriv (ψ x) t` is the time derivative at fixed position. Nothing requires ψ to be square-integrable.

```lean
/-- The wave function `ψ(x,t)` is differentiable, has a second space derivative, and solves
`i ψ_t = -ψ_xx/2 + V(x,t) ψ` everywhere. -/
structure Solves (V : ℝ → ℝ → ℝ) (ψ : ℝ → ℝ → ℂ) : Prop where
  diff : Differentiable ℝ (fun z : ℝ × ℝ => ψ z.1 z.2)
  diff_x : ∀ t, Differentiable ℝ (deriv fun y => ψ y t)
  eqn : ∀ x t, I * deriv (ψ x) t =
    -(1 / 2) * deriv (deriv fun y => ψ y t) x + (V x t : ℂ) * ψ x t
```

`ClassicalPath` collects the three ordinary differential equations, for all real times and with arbitrary initial values. The path is a hypothesis: its existence for a given `F` is not derived.

```lean
/-- Momentum `p`, position `q` and phase `S` of a classical particle of unit mass under the
force `F(t)`: `p' = F`, `q' = p`, `S' = p²/2`. -/
structure ClassicalPath (F p q S : ℝ → ℝ) : Prop where
  force : ∀ t, HasDerivAt p (F t) t
  velocity : ∀ t, HasDerivAt q (p t) t
  phase : ∀ t, HasDerivAt S (p t ^ 2 / 2) t
```

The transformation needs no equations of motion for its definition.

```lean
/-- The transformed wave function `exp(i(p(t)x - S(t))) φ(x - q(t), t)`. -/
def boost (p q S : ℝ → ℝ) (φ : ℝ → ℝ → ℂ) : ℝ → ℝ → ℂ := fun x t =>
  Complex.exp (I * ((p t * x - S t : ℝ) : ℂ)) * φ (x - q t) t
```

## Derivatives of the phase and of the moving wave

The first lemma differentiates exp(iθ) for a real function θ. It serves for both the time and the space derivative of E.

```lean
/-- A phase factor `exp(iθ)` with differentiable real `θ` has derivative `iθ' exp(iθ)`. -/
theorem phase_hasDerivAt {θ : ℝ → ℝ} {θ' s : ℝ} (h : HasDerivAt θ θ' s) :
    HasDerivAt (fun r => Complex.exp (I * (θ r : ℂ)))
      (I * θ' * Complex.exp (I * (θ s : ℂ))) s := by
  have h1 := (h.ofReal_comp.const_mul I).cexp
  exact h1.congr_deriv (by ring)
```

The second is the chain rule for the displaced wave φ(x − q(t), t) at fixed x, with v = q'(t). Joint differentiability supplies a linear map `L`, the total derivative at (x − q(t), t). The local statement `key` applies it to three curves through that point: one along x, one along t, and the curve s ↦ (x − q(s), s). The last has tangent (−v, 1), and linearity of `L` splits its derivative into φ_t − v φ_x.

```lean
/-- If `φ` is differentiable and `q` has derivative `v` at `t`, then at fixed `x` the displaced wave
`φ(x - q(s), s)` has time derivative `φ_t - v φ_x` at `s = t`, with `φ_t` and `φ_x` taken at
`(x - q(t), t)`. -/
theorem comoving_hasDerivAt {φ : ℝ → ℝ → ℂ} {q : ℝ → ℝ} {v t : ℝ} (x : ℝ)
    (h : Differentiable ℝ (fun z : ℝ × ℝ => φ z.1 z.2)) (hq : HasDerivAt q v t) :
    HasDerivAt (fun s => φ (x - q s) s)
      (deriv (φ (x - q t)) t - v * deriv (fun y => φ y t) (x - q t)) t := by
  obtain ⟨L, hL⟩ : ∃ L, HasFDerivAt (fun z : ℝ × ℝ => φ z.1 z.2) L (x - q t, t) :=
    ⟨_, (h _).hasFDerivAt⟩
  -- the chain rule along any curve through the point (x - q t, t)
  have key : ∀ (c : ℝ → ℝ × ℝ) (c' : ℝ × ℝ) (s : ℝ), c s = (x - q t, t) →
      HasDerivAt c c' s → HasDerivAt (fun r => φ (c r).1 (c r).2) (L c') s := by
    intro c c' s hs hc
    have hL' : HasFDerivAt (fun z : ℝ × ℝ => φ z.1 z.2) L (c s) := by rw [hs]; exact hL
    exact hL'.comp_hasDerivAt s hc
  have hx : HasDerivAt (fun y => φ y t) (L (1, 0)) (x - q t) :=
    key (fun y => (y, t)) _ _ rfl ((hasDerivAt_id' _).prodMk (hasDerivAt_const _ t))
  have ht : HasDerivAt (φ (x - q t)) (L (0, 1)) t :=
    key (fun s => (x - q t, s)) _ _ rfl ((hasDerivAt_const _ _).prodMk (hasDerivAt_id' t))
  have hc := key (fun s => (x - q s, s)) (-v, 1) t rfl
    ((hq.const_sub x).prodMk (hasDerivAt_id' t))
  have e : ((-v, 1) : ℝ × ℝ) = (0, 1) - v • ((1, 0) : ℝ × ℝ) := by
    apply Prod.ext <;> simp
  rw [e, map_sub, map_smul] at hc
  rw [hx.deriv, ht.deriv]
  simpa only [Complex.real_smul] using hc
```

The third is the product rule for the space derivative of ψ.

```lean
/-- If `φ` has space derivative `d` at `x - q(t)`, the space derivative of the boosted wave at
`x` is the phase factor times `d + i p φ`. -/
theorem boost_hasDerivAt_x (p q S : ℝ → ℝ) {φ : ℝ → ℝ → ℂ} {x t : ℝ} {d : ℂ}
    (h : HasDerivAt (fun y => φ y t) d (x - q t)) :
    HasDerivAt (fun y => boost p q S φ y t)
      (Complex.exp (I * ((p t * x - S t : ℝ) : ℂ)) * (d + I * p t * φ (x - q t) t)) x := by
  have hθ : HasDerivAt (fun y : ℝ => p t * y - S t) (p t) x := by
    simpa using ((hasDerivAt_id' x).const_mul (p t)).sub_const (S t)
  have h1 := (phase_hasDerivAt hθ).fun_mul (h.comp_sub_const x (q t))
  exact h1.congr_deriv (by ring)
```

## The transformed equation and its converse

The next theorem is the calculation with the extra energy c(t). The step `hD` recognises ψ_x as the boost of φ_x + ipφ, so the same lemma can be applied a second time to obtain ψ_xx. After all derivatives have been inserted, the exponential is replaced by a symbol `E`. The final `linear_combination` multiplies the equation for φ at x − q by `E` and uses i² = −1 on the terms with Fx and c.

```lean
/-- If `p' = F`, `q' = p`, `S' = p²/2 + c` and `φ` solves the Schrödinger equation with potential
`V(x,t)`, then the boosted wave solves it with potential `V(x - q,t) + c - F x`. -/
theorem boost_solves {V : ℝ → ℝ → ℝ} {φ : ℝ → ℝ → ℂ} {F p q S c : ℝ → ℝ}
    (hp : ∀ t, HasDerivAt p (F t) t) (hq : ∀ t, HasDerivAt q (p t) t)
    (hS : ∀ t, HasDerivAt S (p t ^ 2 / 2 + c t) t) (h : Solves V φ) :
    Solves (fun x t => V (x - q t) t + c t - F t * x) (boost p q S φ) := by
  have dp : Differentiable ℝ p := fun t => (hp t).differentiableAt
  have dq : Differentiable ℝ q := fun t => (hq t).differentiableAt
  have dS : Differentiable ℝ S := fun t => (hS t).differentiableAt
  have dx : ∀ t, Differentiable ℝ (fun y => φ y t) := fun t => by
    have h1 := h.diff.comp (by fun_prop : Differentiable ℝ (fun y : ℝ => (y, t)))
    exact h1
  -- the first space derivative is again a boosted function
  have hD : ∀ t, (deriv fun y => boost p q S φ y t) = fun y =>
      boost p q S (fun z s => deriv (fun w => φ w s) z + I * p s * φ z s) y t := fun t =>
    funext fun y => (boost_hasDerivAt_x p q S (dx t (y - q t)).hasDerivAt).deriv
  have hDD := fun x t => boost_hasDerivAt_x p q S (x := x) (t := t)
    (φ := fun z s => deriv (fun w => φ w s) z + I * p s * φ z s)
    ((h.diff_x t (x - q t)).hasDerivAt.fun_add
      ((dx t (x - q t)).hasDerivAt.const_mul (I * (p t : ℂ))))
  refine ⟨?_, fun t => ?_, fun x t => ?_⟩
  · have h1 := h.diff.comp
      (by fun_prop : Differentiable ℝ (fun z : ℝ × ℝ => (z.1 - q z.2, z.2)))
    have h2 := Complex.ofRealCLM.differentiable.comp
      (by fun_prop : Differentiable ℝ (fun z : ℝ × ℝ => p z.2 * z.1 - S z.2))
    exact ((h2.const_mul I).cexp).mul h1
  · rw [hD t]
    exact fun x => (hDD x t).differentiableAt
  · have ht : HasDerivAt (boost p q S φ x) _ t :=
      (phase_hasDerivAt (((hp t).mul_const x).fun_sub (hS t))).fun_mul
        (comoving_hasDerivAt x h.diff (hq t))
    show I * deriv (boost p q S φ x) t = -(1 / 2) * deriv (deriv fun y => boost p q S φ y t) x
      + ((V (x - q t) t + c t - F t * x : ℝ) : ℂ) *
        (Complex.exp (I * ((p t * x - S t : ℝ) : ℂ)) * φ (x - q t) t)
    rw [ht.deriv, hD t, (hDD x t).deriv]
    generalize Complex.exp (I * ((p t * x - S t : ℝ) : ℂ)) = E
    push_cast
    linear_combination E * h.eqn (x - q t) t
      + ((F t : ℂ) * x - c t) * E * φ (x - q t) t * Complex.I_sq
```

The inverse boost is verified by adding the two exponents, which sum to zero.

```lean
/-- The boost with `-p`, `-q` and phase `pq - S` undoes the boost with `p`, `q`, `S`. -/
theorem boost_inverse (p q S : ℝ → ℝ) (φ : ℝ → ℝ → ℂ) :
    boost (fun t => -p t) (fun t => -q t) (fun t => p t * q t - S t) (boost p q S φ) = φ := by
  funext x t
  simp only [boost]
  have e1 : x - -q t - q t = x := by ring
  rw [← mul_assoc, ← Complex.exp_add, e1, ← mul_add, ← Complex.ofReal_add]
  have e2 : -p t * x - (p t * q t - S t) + (p t * (x - -q t) - S t) = 0 := by ring
  rw [e2, Complex.ofReal_zero, mul_zero, Complex.exp_zero, one_mul]
```

The equivalence uses `boost_solves` twice: forwards with c = 0, and backwards on ψ with force −F and c = Fq. The closing rewrite is the cancellation of potentials found above.

```lean
/-- Along a classical path for the force `F(t)`, `φ` solves the Schrödinger equation with
potential `V(x,t)` if and only if the boosted wave solves it with `V(x - q,t) - F x`. -/
theorem solves_iff_boost_solves {V : ℝ → ℝ → ℝ} {φ : ℝ → ℝ → ℂ} {F p q S : ℝ → ℝ}
    (hc : ClassicalPath F p q S) :
    Solves V φ ↔ Solves (fun x t => V (x - q t) t - F t * x) (boost p q S φ) := by
  constructor
  · intro h
    have h1 := boost_solves (c := fun _ => 0) hc.force hc.velocity
      (fun t => (hc.phase t).congr_deriv (by ring)) h
    simpa only [add_zero] using h1
  · intro h
    -- apply the inverse boost, whose phase carries the extra energy F q
    have h1 := boost_solves (F := fun t => -F t) (p := fun t => -p t) (q := fun t => -q t)
      (S := fun t => p t * q t - S t) (c := fun t => F t * q t)
      (fun t => (hc.force t).fun_neg) (fun t => (hc.velocity t).fun_neg)
      (fun t => (((hc.force t).fun_mul (hc.velocity t)).fun_sub (hc.phase t)).congr_deriv
        (by ring)) h
    rw [boost_inverse] at h1
    have e : (fun x t => V (x - -q t - q t) t - F t * (x - -q t) + F t * q t - -F t * x)
        = V := by
      funext x t
      have e1 : x - -q t - q t = x := by ring
      rw [e1]
      ring
    rw [← e]
    exact h1
```

## The free wave in a uniform force

Here V = 0. The C² hypothesis and the free equation `hfree` are converted into `Solves`, and the forward half of the equivalence does the rest. The result concerns individual wave functions that satisfy the equation pointwise. The operator form of the Avron–Herbst formula, which factorises the time evolution on the space of square-integrable functions, is a different statement and is not proved here.

```lean
/-- **Avron-Herbst formula.** If a C² function `φ` solves `i φ_t = -φ_xx/2` and `p' = F`,
`q' = p`, `S' = p²/2`, then `ψ = exp(i(p x - S)) φ(x - q, t)` solves
`i ψ_t = -ψ_xx/2 - F(t) x ψ`. -/
theorem avron_herbst {φ : ℝ → ℝ → ℂ} {F p q S : ℝ → ℝ} (hc : ClassicalPath F p q S)
    (hφ : ContDiff ℝ 2 (fun z : ℝ × ℝ => φ z.1 z.2))
    (hfree : ∀ x t, I * deriv (φ x) t = -(1 / 2) * deriv (deriv fun y => φ y t) x) :
    Solves (fun x t => -(F t * x)) (boost p q S φ) := by
  have h0 : Solves (fun _ _ => 0) φ := by
    refine ⟨hφ.differentiable (by norm_num), fun t => ?_, fun x t => ?_⟩
    · have h1 : ContDiff ℝ 2 (fun y => φ y t) :=
        hφ.comp (contDiff_id.prodMk contDiff_const)
      exact h1.differentiable_deriv_two
    · rw [hfree x t, Complex.ofReal_zero, zero_mul, add_zero]
  simpa only [zero_sub] using (solves_iff_boost_solves hc).1 h0
```

Since px − S is real, the phase factor has modulus 1. The density |ψ|² is thus the density of φ displaced by q(t): the force moves it but does not alter its shape relative to the free evolution.

```lean
/-- The position density of the boosted wave is that of `φ`, displaced by `q(t)`. -/
theorem boost_density (p q S : ℝ → ℝ) (φ : ℝ → ℝ → ℂ) (x t : ℝ) :
    ‖boost p q S φ x t‖ ^ 2 = ‖φ (x - q t) t‖ ^ 2 := by
  simp only [boost]
  rw [norm_mul, mul_comm I, Complex.norm_exp_ofReal_mul_I, one_mul]
```

## Explicit formulas for a constant field

For constant F, the local lemma `uniq` says that two functions with the same derivative and the same value at 0 agree, because their difference is constant. It is applied to p, then q, then S, with the formula for p inserted in the last two cases.

```lean
/-- For a constant force and zero initial values, `p = F t`, `q = F t²/2` and
`S = F² t³/6`. -/
theorem constant_force {F : ℝ} {p q S : ℝ → ℝ} (hc : ClassicalPath (fun _ => F) p q S)
    (hp0 : p 0 = 0) (hq0 : q 0 = 0) (hS0 : S 0 = 0) (t : ℝ) :
    p t = F * t ∧ q t = F * t ^ 2 / 2 ∧ S t = F ^ 2 * t ^ 3 / 6 := by
  -- functions with equal derivatives and equal initial values agree
  have uniq : ∀ f g d : ℝ → ℝ, (∀ s, HasDerivAt f (d s) s) → (∀ s, HasDerivAt g (d s) s) →
      f 0 = g 0 → ∀ s, f s = g s := by
    intro f g d hf hg h0 s
    have h : f s - g s = f 0 - g 0 :=
      is_const_of_deriv_eq_zero (f := fun r => f r - g r)
        (fun r => ((hf r).fun_sub (hg r)).differentiableAt)
        (fun r => by rw [((hf r).fun_sub (hg r)).deriv, sub_self]) s 0
    linarith
  have hp : ∀ s, p s = F * s := uniq p (fun s => F * s) _ hc.force
    (fun s => ((hasDerivAt_id' s).const_mul F).congr_deriv (by ring)) (by simp [hp0])
  have hq : ∀ s, q s = F * s ^ 2 / 2 := uniq q (fun s => F * s ^ 2 / 2) _ hc.velocity
    (fun s => (((hasDerivAt_pow 2 s).const_mul F).div_const 2).congr_deriv
      (by rw [hp s]; push_cast; ring)) (by simp [hq0])
  have hS : ∀ s, S s = F ^ 2 * s ^ 3 / 6 := uniq S (fun s => F ^ 2 * s ^ 3 / 6) _ hc.phase
    (fun s => (((hasDerivAt_pow 3 s).const_mul (F ^ 2)).div_const 6).congr_deriv
      (by rw [hp s]; push_cast; ring)) (by simp [hS0])
  exact ⟨hp t, hq t, hS t⟩
```

The accelerated plane wave follows by checking that the stated polynomials form a classical path with initial momentum `k` and then boosting φ = 1. Its density is 1 everywhere, so it is a solution of the differential equation but not a normalisable state.

```lean
/-- For a constant force `F`, the plane wave `exp(i((k + F t) x - S))` with
`S = k² t/2 + k F t²/2 + F² t³/6` solves `i ψ_t = -ψ_xx/2 - F x ψ`. -/
theorem accelerated_plane_wave (F k : ℝ) :
    Solves (fun x _ => -(F * x)) (fun x t => Complex.exp (I *
      (((k + F * t) * x - (k ^ 2 * t / 2 + k * F * t ^ 2 / 2 + F ^ 2 * t ^ 3 / 6) : ℝ) : ℂ))) := by
  have hc : ClassicalPath (fun _ => F) (fun t => k + F * t) (fun t => k * t + F * t ^ 2 / 2)
      (fun t => k ^ 2 * t / 2 + k * F * t ^ 2 / 2 + F ^ 2 * t ^ 3 / 6) := by
    refine ⟨fun t => ?_, fun t => ?_, fun t => ?_⟩
    · exact (((hasDerivAt_id' t).const_mul F).const_add k).congr_deriv (by ring)
    · exact (((hasDerivAt_id' t).const_mul k).fun_add
        (((hasDerivAt_pow 2 t).const_mul F).div_const 2)).congr_deriv (by push_cast; ring)
    · exact (((((hasDerivAt_id' t).const_mul (k ^ 2)).div_const 2).fun_add
        (((hasDerivAt_pow 2 t).const_mul (k * F)).div_const 2)).fun_add
        (((hasDerivAt_pow 3 t).const_mul (F ^ 2)).div_const 6)).congr_deriv
        (by push_cast; ring)
  -- boost the constant solution of the free equation
  have h := avron_herbst (φ := fun _ _ => 1) hc contDiff_const (by simp)
  convert h using 1
  funext x t
  simp only [boost, mul_one]

end

end AvronHerbst
```

```lean
#print axioms AvronHerbst.solves_iff_boost_solves
-- 'AvronHerbst.solves_iff_boost_solves' depends on axioms: [propext, Classical.choice, Quot.sound]
#print axioms AvronHerbst.boost_density
-- 'AvronHerbst.boost_density' depends on axioms: [propext, Classical.choice, Quot.sound]
#print axioms AvronHerbst.constant_force
-- 'AvronHerbst.constant_force' depends on axioms: [propext, Classical.choice, Quot.sound]
#print axioms AvronHerbst.accelerated_plane_wave
-- 'AvronHerbst.accelerated_plane_wave' depends on axioms: [propext, Classical.choice, Quot.sound]
```
